# Raising a bosonic vacuum gives orthogonal vectors with squared norm $n!\,\|v_0\|^2$

Bosonic ladder operators are unbounded on a Hilbert space, so one must say where they act. Here the lowering operator $a$ and the raising operator $b$ are linear maps defined on all of a complex inner-product space $E$ (in Lean, elements of `Module.End ℂ E`), and $E$ need not be complete. Physically, $E$ is a common domain that both operators map into itself, such as the finite combinations of number states, and not the full Hilbert space.

```lean
import Mathlib

open Polynomial
open scoped InnerProductSpace ComplexConjugate

namespace BosonicLadder

noncomputable section

variable {E : Type*} [NormedAddCommGroup E] [InnerProductSpace ℂ E]
```

For a single mode, the hypotheses are $ab-ba=1$, $a v_0=0$ and $\langle au,v\rangle=\langle u,bv\rangle$ for all $u,v\in E$. They give

$$\langle b^m v_0,b^n v_0\rangle=\begin{cases}n!\,\|v_0\|^2 & m=n,\\ 0 & m\neq n.\end{cases}$$

The inner product is conjugate-linear in its first argument, and $m,n$ start at $0$. The state with $n$ quanta is $b^n v_0/\sqrt{n!}$, which has unit norm when $v_0$ does:

```lean
/-- The vector `b ^ n v0 / √(n!)`. If `b` is the raising operator of a bosonic mode and `v0` is its
vacuum, of unit norm, this is the number state with `n` quanta. -/
def numberState (b : Module.End ℂ E) (v0 : E) (n : ℕ) : E :=
  ((√(n.factorial : ℝ) : ℝ) : ℂ)⁻¹ • (b ^ n) v0
```

## The commutator `hcomm`: each quantum adds one

The relation $ab-ba=1$ is the canonical commutation relation of one bosonic mode, in Lean `a * b - b * a = 1`, where the product is composition and `1` is the identity map. By hand it is used as $abx=bax+x$, to show that

$$a\,b^{n+1}v_0=(n+1)\,b^n v_0 .$$

For $n=0$, $abv_0=bav_0+v_0=v_0$. If the formula holds for $n$, then

$$a\,b^{n+2}v_0=b\,(a\,b^{n+1}v_0)+b^{n+1}v_0=(n+1)b^{n+1}v_0+b^{n+1}v_0=(n+2)b^{n+1}v_0 .$$

```lean
/-- If `ab - ba = 1` and `a` annihilates `v0`, then `a` removes one quantum from
`b ^ (n + 1) v0` and produces the factor `n + 1`. -/
theorem lower_pow_vacuum {a b : Module.End ℂ E} {v0 : E}
    (hcomm : a * b - b * a = 1) (hvac : a v0 = 0) (n : ℕ) :
    a ((b ^ (n + 1)) v0) = ((n : ℂ) + 1) • (b ^ n) v0 := by
  have ccr : ∀ x, a (b x) = b (a x) + x := fun x =>
    sub_eq_iff_eq_add'.mp (LinearMap.congr_fun hcomm x)
  have hs : ∀ k, (b ^ (k + 1)) v0 = b ((b ^ k) v0) := fun k => by
    rw [pow_succ', Module.End.mul_apply]
  induction n with
  | zero => rw [hs 0, ccr]; simp [hvac]
  | succ n ih =>
    -- commute `a` past one `b`, then use the result for one quantum less
    rw [hs (n + 1), ccr, ih, map_smul, ← hs n]
    push_cast
    module
```

In the proof, `ccr` is the commutator applied to a vector and `hs` splits off one factor of $b$. The induction follows the two steps done by hand, and `module` collects the coefficients.

Without the commutator the norms can change. Take a two-level system with $a|1\rangle=|0\rangle$, $a|0\rangle=0$, and $b$ the adjoint of $a$. The other two hypotheses hold for $v_0=|0\rangle$, but $b^2v_0=0$, whereas the formula would give squared norm $2$.

## The vacuum condition `hvac`: nothing left to remove

The equation $a v_0=0$ says that $v_0$ contains no quanta. It starts the induction above, and with the adjoint relation it makes the vacuum orthogonal to every raised vector: $\langle v_0,bx\rangle=\langle av_0,x\rangle=0$. In Lean these uses are the `zero` case of `lower_pow_vacuum` and the step `hv` in the next proof.

Without it, orthogonality can fail. On complex polynomials let $a=d/dX$, let $b$ be multiplication by $X$, and let the monomials $X^n$ be orthogonal with squared norm $n!$. For $v_0=1+X$, which $a$ does not annihilate, $\langle v_0,bv_0\rangle=\langle 1+X,X+X^2\rangle=1$.

## The adjoint relation `hadj`: moving an operator across the bracket

This hypothesis makes $b$ the operator that physicists write $a^\dagger$, on the domain $E$. It plays no part in the lowering formula, but it turns that formula into overlaps:

$$\langle b^{m+1}v_0,b^{n+1}v_0\rangle=\langle a\,b^{m+1}v_0,b^n v_0\rangle=(m+1)\langle b^m v_0,b^n v_0\rangle .$$

The factor $m+1$ is real, so conjugation leaves it alone. Both exponents fall by one at each step. If they are equal, the process ends at $\langle v_0,v_0\rangle=\|v_0\|^2$ with accumulated factor $n!$. If they differ, one reaches zero first and the overlap vanishes by the vacuum condition.

```lean
/-- Let `b` be the adjoint of `a`, with `ab - ba = 1` and `a v0 = 0`. Then `b ^ m v0` and
`b ^ n v0` are orthogonal for `m ≠ n`, and the squared norm of `b ^ n v0` is `n! ‖v0‖²`. -/
theorem inner_pow_vacuum {a b : Module.End ℂ E} {v0 : E}
    (hadj : ∀ u v, ⟪a u, v⟫_ℂ = ⟪u, b v⟫_ℂ)
    (hcomm : a * b - b * a = 1) (hvac : a v0 = 0) (m n : ℕ) :
    ⟪(b ^ m) v0, (b ^ n) v0⟫_ℂ =
      if m = n then (n.factorial : ℂ) * (‖v0‖ : ℂ) ^ 2 else 0 := by
  have hs : ∀ k, (b ^ (k + 1)) v0 = b ((b ^ k) v0) := fun k => by
    rw [pow_succ', Module.End.mul_apply]
  -- the vacuum is orthogonal to every raised vector
  have hv : ∀ x, ⟪v0, b x⟫_ℂ = 0 := fun x => by
    rw [← hadj, hvac, inner_zero_left]
  induction m generalizing n with
  | zero =>
    cases n with
    | zero => simp [inner_self_eq_norm_sq_to_K]
    | succ n =>
      rw [hs n, pow_zero, Module.End.one_apply, hv, if_neg (by omega)]
  | succ m ih =>
    cases n with
    | zero =>
      rw [hs m, pow_zero, Module.End.one_apply, ← inner_conj_symm, hv, map_zero,
        if_neg (by omega)]
    | succ n =>
      -- move one `b` to the left, where it acts as `a`
      rw [hs n, ← hadj, lower_pow_vacuum hcomm hvac, inner_smul_left, ih]
      by_cases h : m = n
      · subst h
        rw [if_pos rfl, if_pos rfl, Nat.factorial_succ]
        simp only [map_add, map_natCast, map_one]
        push_cast
        ring
      · rw [if_neg h, if_neg (by omega), mul_zero]
```

The induction is on `m`, with `n` left general because both numbers change. The cases with one zero exponent use `hv`, after conjugate symmetry if the vacuum stands on the right. In the last case `← hadj` moves $b$ to the left as $a$, and `lower_pow_vacuum` supplies the factor.

Without the adjoint relation, the algebra does not fix the geometry. Keep the same polynomial operators with $v_0=1$, but use the inner product $\int_0^1\overline{p(x)}\,q(x)\,dx$. The commutator and the vacuum condition still hold, yet $\langle v_0,bv_0\rangle=1/2$.

## A unit vacuum, `hnorm`: normalised number states

The condition $\|v_0\|=1$ is the usual normalisation of a state. Dividing the overlap by $\sqrt{m!}\sqrt{n!}$ gives $1$ for $m=n$ and $0$ otherwise.

```lean
/-- For mutually adjoint ladder operators with `ab - ba = 1` and a vacuum of unit norm, the
number states are orthonormal. -/
theorem orthonormal_numberState {a b : Module.End ℂ E} {v0 : E}
    (hadj : ∀ u v, ⟪a u, v⟫_ℂ = ⟪u, b v⟫_ℂ)
    (hcomm : a * b - b * a = 1) (hvac : a v0 = 0) (hnorm : ‖v0‖ = 1) :
    Orthonormal ℂ (numberState b v0) := by
  rw [orthonormal_iff_ite]
  intro m n
  unfold numberState
  rw [inner_smul_left, inner_smul_right, inner_pow_vacuum hadj hcomm hvac, hnorm]
  by_cases h : m = n
  · subst h
    have hs : ((√(m.factorial : ℝ) : ℝ) : ℂ) * ((√(m.factorial : ℝ) : ℝ) : ℂ)
        = (m.factorial : ℂ) := by
      rw [← Complex.ofReal_mul, Real.mul_self_sqrt (Nat.cast_nonneg _),
        Complex.ofReal_natCast]
    have hne : ((√(m.factorial : ℝ) : ℝ) : ℂ) ≠ 0 :=
      Complex.ofReal_ne_zero.mpr
        (Real.sqrt_pos.mpr (Nat.cast_pos.mpr m.factorial_pos)).ne'
    rw [if_pos rfl, if_pos rfl, map_inv₀, Complex.conj_ofReal, ← hs, Complex.ofReal_one]
    field_simp
  · simp [h]
```

After the main theorem is inserted, `hs` identifies $\sqrt{m!}\,\sqrt{m!}$ with $m!$ and `field_simp` cancels it. Without unit norm the states remain orthogonal, but each has norm $\|v_0\|$. The theorem does not say that they span $E$.

## A non-zero vacuum, `hne`: infinitely many levels

If $v_0\neq0$, every $b^n v_0$ has squared norm $n!\,\|v_0\|^2>0$. Taking the inner product of a vanishing linear combination with each of these orthogonal vectors shows that every coefficient is zero, so they are linearly independent.

```lean
/-- A space that carries mutually adjoint operators with `ab - ba = 1` and a non-zero vacuum
vector is not finite-dimensional. -/
theorem not_finiteDimensional {a b : Module.End ℂ E} {v0 : E}
    (hadj : ∀ u v, ⟪a u, v⟫_ℂ = ⟪u, b v⟫_ℂ)
    (hcomm : a * b - b * a = 1) (hvac : a v0 = 0) (hne : v0 ≠ 0) :
    ¬ FiniteDimensional ℂ E := by
  intro hfin
  have hli : LinearIndependent ℂ (fun n : ℕ => (b ^ n) v0) := by
    refine linearIndependent_of_ne_zero_of_inner_eq_zero (fun n h => ?_) (fun m n h => ?_)
    · have h1 := inner_pow_vacuum hadj hcomm hvac n n
      rw [h, inner_zero_left, if_pos rfl] at h1
      exact mul_ne_zero (Nat.cast_ne_zero.mpr n.factorial_ne_zero)
        (pow_ne_zero 2 (Complex.ofReal_ne_zero.mpr (norm_ne_zero_iff.mpr hne))) h1.symm
    · exact (inner_pow_vacuum hadj hcomm hvac m n).trans (if_neg h)
  -- one vector more than the dimension allows
  have hcard := (hli.comp (fun i : Fin (Module.finrank ℂ E + 1) => (i : ℕ))
    Fin.val_injective).fintype_card_le_finrank
  rw [Fintype.card_fin] at hcard
  omega
```

The proof takes one more of these vectors than the supposed dimension allows. A calculation that keeps only the number states below some cutoff, and restricts the matrices of $a$ and $b$ to them, therefore has to break one of the relations. The adjoint relation and the vacuum condition survive, but the commutator fails on the highest state kept: with $N$ states, $ab-ba$ multiplies that state by $-(N-1)$ instead of $1$.

Without `hne`, the zero space is a counter-example, since all the other hypotheses hold there trivially. What it shows to be necessary is only that $E$ be non-zero.

## Polynomials as a concrete mode

The hypotheses are realised on complex polynomials by the operators $d/dX$ and multiplication by $X$, the vacuum $1$, and the pairing $\langle p,q\rangle=\sum_n n!\,\overline{p_n}q_n$, where $p_n,q_n$ are coefficients.

```lean
/-- The pairing `∑ n! conj(p_n) q_n` of two complex polynomials with coefficients
`p_n` and `q_n`. -/
def pairing (p q : ℂ[X]) : ℂ :=
  ∑ n ∈ Finset.range (p.natDegree + 1), (n.factorial : ℂ) * (conj (p.coeff n) * q.coeff n)
```

Coefficients above the degree vanish, so two pairings can be compared over a common range.

```lean
/-- The sum in the pairing may be extended to any cutoff above the degree of `p`. -/
theorem pairing_eq_sum (p q : ℂ[X]) {N : ℕ} (h : p.natDegree < N) :
    pairing p q =
      ∑ n ∈ Finset.range N, (n.factorial : ℂ) * (conj (p.coeff n) * q.coeff n) := by
  unfold pairing
  refine Finset.sum_subset (fun n hn => ?_) (fun n _ hn => ?_)
  · rw [Finset.mem_range] at *
    omega
  · rw [Finset.mem_range] at hn
    rw [coeff_eq_zero_of_natDegree_lt (by omega : p.natDegree < n)]
    simp
```

The pairing of $p$ with itself is $\sum_n n!\,|p_n|^2\ge0$.

```lean
/-- The pairing of a polynomial with itself is the real number `∑ n! |p_n|²`. -/
theorem pairing_self (p : ℂ[X]) :
    pairing p p = ((∑ n ∈ Finset.range (p.natDegree + 1),
      (n.factorial : ℝ) * Complex.normSq (p.coeff n) : ℝ) : ℂ) := by
  unfold pairing
  simp only [Complex.ofReal_sum, Complex.ofReal_mul, Complex.ofReal_natCast,
    Complex.normSq_eq_conj_mul_self]
```

If this sum is zero, so is the leading coefficient, and hence $p=0$. Conjugate symmetry and linearity are checked term by term.

```lean
/-- The pairing is an inner product on the complex polynomials. -/
abbrev pairingCore : InnerProductSpace.Core ℂ ℂ[X] where
  inner := pairing
  conj_inner_symm p q := by
    change conj (pairing q p) = pairing p q
    rw [pairing_eq_sum q p (N := p.natDegree + q.natDegree + 1) (by omega),
      pairing_eq_sum p q (N := p.natDegree + q.natDegree + 1) (by omega), map_sum]
    refine Finset.sum_congr rfl fun n _ => ?_
    simp only [map_mul, Complex.conj_conj, map_natCast]
    ring
  re_inner_nonneg p := by
    change 0 ≤ (pairing p p).re
    rw [pairing_self, Complex.ofReal_re]
    exact Finset.sum_nonneg fun n _ =>
      mul_nonneg (Nat.cast_nonneg _) (Complex.normSq_nonneg _)
  add_left p q r := by
    change pairing (p + q) r = pairing p r + pairing q r
    have h := natDegree_add_le p q
    rw [pairing_eq_sum (p + q) r (N := p.natDegree + q.natDegree + 1) (by omega),
      pairing_eq_sum p r (N := p.natDegree + q.natDegree + 1) (by omega),
      pairing_eq_sum q r (N := p.natDegree + q.natDegree + 1) (by omega),
      ← Finset.sum_add_distrib]
    refine Finset.sum_congr rfl fun n _ => ?_
    rw [coeff_add, map_add]
    ring
  smul_left p q c := by
    change pairing (c • p) q = conj c * pairing p q
    have h := natDegree_smul_le c p
    rw [pairing_eq_sum (c • p) q (N := p.natDegree + 1) (by omega),
      pairing_eq_sum p q (N := p.natDegree + 1) (by omega), Finset.mul_sum]
    refine Finset.sum_congr rfl fun n _ => ?_
    rw [coeff_smul, smul_eq_mul, map_mul]
    ring
  definite p h := by
    have h0 : pairing p p = 0 := h
    rw [pairing_self, Complex.ofReal_eq_zero, Finset.sum_eq_zero_iff_of_nonneg
      (fun n _ => mul_nonneg (Nat.cast_nonneg _) (Complex.normSq_nonneg _))] at h0
    have h1 := h0 p.natDegree (Finset.mem_range.mpr (Nat.lt_succ_self _))
    exact leadingCoeff_eq_zero.mp (Complex.normSq_eq_zero.mp
      ((mul_eq_zero.mp h1).resolve_left (Nat.cast_ne_zero.mpr (Nat.factorial_ne_zero _))))
```

The adjoint relation follows from $(p')_n=(n+1)p_{n+1}$ and $(Xq)_{n+1}=q_n$, with $(Xq)_0=0$:

$$\langle p',q\rangle=\sum_n n!\,(n+1)\,\overline{p_{n+1}}\,q_n=\sum_n (n+1)!\,\overline{p_{n+1}}\,(Xq)_{n+1}=\langle p,Xq\rangle .$$

The commutator is the product rule, $(Xp)'-Xp'=p$. Finally, $1'=0$ and $\langle1,1\rangle=1$.

```lean
/-- On polynomials, `d/dX` and multiplication by `X` are mutually adjoint for the pairing and
have commutator one; the constant `1` is annihilated by `d/dX` and has unit norm. -/
theorem ladder_witness :
    (∀ p q : ℂ[X], pairing (derivative p) q = pairing p (LinearMap.mulLeft ℂ X q)) ∧
    (derivative : Module.End ℂ ℂ[X]) * LinearMap.mulLeft ℂ X
      - LinearMap.mulLeft ℂ X * (derivative : Module.End ℂ ℂ[X]) = 1 ∧
    derivative (1 : ℂ[X]) = 0 ∧ pairing 1 1 = 1 := by
  refine ⟨fun p q => ?_, LinearMap.ext fun p => ?_, derivative_one, by simp [pairing]⟩
  · have h := natDegree_derivative_le p
    obtain ⟨N, hN⟩ : ∃ N, p.natDegree < N := ⟨_, Nat.lt_succ_self _⟩
    -- multiplication by `X` shifts the coefficients, so its sum runs one step further
    rw [LinearMap.mulLeft_apply, pairing_eq_sum (derivative p) q (N := N) (by omega),
      pairing_eq_sum p (X * q) (N := N + 1) (by omega), Finset.sum_range_succ']
    simp only [coeff_X_mul_zero, mul_zero, add_zero]
    refine Finset.sum_congr rfl fun n _ => ?_
    simp only [coeff_derivative, coeff_X_mul, Nat.factorial_succ, map_mul, map_add,
      map_natCast, map_one]
    push_cast
    ring
  · simp only [LinearMap.sub_apply, Module.End.mul_apply, LinearMap.mulLeft_apply,
      Module.End.one_apply, derivative_mul, derivative_X]
    ring

end

end BosonicLadder
```

In Lean, `Finset.sum_range_succ'` separates the zeroth term of $\langle p,Xq\rangle$, which vanishes, and the remaining terms agree one by one.

```lean
#print axioms BosonicLadder.orthonormal_numberState
#print axioms BosonicLadder.not_finiteDimensional
```

```
'BosonicLadder.orthonormal_numberState' depends on axioms: [propext, Classical.choice, Quot.sound]
'BosonicLadder.not_finiteDimensional' depends on axioms: [propext, Classical.choice, Quot.sound]
```
